# Adding a gradient to the vector potential conjugates the Peierls hopping matrix by a diagonal unitary

Q: Suppose we both compute the levels of one cluster in one magnetic field, but our vector potentials differ by a gradient. If the hopping phases respond wrongly, we can get two spectra for a single physical system. What rules that out?

A: The phases shift by a difference of site values. Let $A$ be a continuous vector field on $\mathbb{R}^n$, and define
$$a_A(r,s)=\int_0^1 A(r+t(s-r))\cdot(s-r)\,dt .$$
For sites $R_i$, bare amplitudes $T_{ij}$ and a real coupling $q$, the hopping matrix is $H_{ij}=T_{ij}\,e^{iq\,a_A(R_i,R_j)}$. These are the definitions in Lean, together with the diagonal matrix of phase factors $e^{iqf(R_i)}$ for a gauge function $f$, and a test potential in the plane for a uniform magnetic field $B$ perpendicular to it.

```lean
import Mathlib

open Matrix

namespace PeierlsGauge

noncomputable section

/-- Euclidean space of dimension `n`. -/
abbrev Space (n : ℕ) := EuclideanSpace ℝ (Fin n)

variable {n : ℕ} {ι : Type*}

/-- The line integral of the vector potential `A` along the straight segment from `r` to `s`. -/
def peierlsPhase (A : Space n → Space n) (r s : Space n) : ℝ :=
  ∫ t in (0 : ℝ)..1, inner ℝ (A (r + t • (s - r))) (s - r)

/-- The hopping matrix with bare amplitudes `T` between sites `R i`, dressed with Peierls phases at
real coupling `q`. -/
def peierlsHopping (q : ℝ) (A : Space n → Space n) (R : ι → Space n) (T : Matrix ι ι ℂ) :
    Matrix ι ι ℂ :=
  Matrix.of fun i j =>
    T i j * Complex.exp (((q * peierlsPhase A (R i) (R j) : ℝ) : ℂ) * Complex.I)

/-- The diagonal matrix of local phase factors `exp (i q f)` at the sites. -/
def gaugeUnitary [DecidableEq ι] (q : ℝ) (f : Space n → ℝ) (R : ι → Space n) :
    Matrix ι ι ℂ :=
  Matrix.diagonal fun i => Complex.exp (((q * f (R i) : ℝ) : ℂ) * Complex.I)

/-- The symmetric-gauge vector potential `(-B y / 2, B x / 2)` in the plane. -/
def symmetricGauge (B : ℝ) (r : Space 2) : Space 2 :=
  !₂[-(B / 2) * r 1, B / 2 * r 0]
```

Q: Is `peierlsPhase` really a phase? And which sign does $q$ have?

A: It is the line integral alone; the angle is $q$ times it. The integral runs from the row site to the column site. In SI units, if $H_{ij}$ is your amplitude for hopping from $j$ to $i$, a particle of charge $Q$ has $q=-Q/\hbar$; if you read it as hopping from $i$ to $j$, $q=Q/\hbar$. The theorems hold for every real $q$, so they cover both.

The index type `ι` labels orbitals, and `R` may send several of them to the same point. On-site terms get no phase, since $a_A(r,r)=0$.

Q: Then show me the shift.

A: Take $f$ continuously differentiable and set $g(t)=f(r+t(s-r))$. The chain rule gives $g'(t)=\nabla f(r+t(s-r))\cdot(s-r)$, so
$$a_{\nabla f}(r,s)=\int_0^1 g'(t)\,dt=g(1)-g(0)=f(s)-f(r).$$
The first two lemmas supply continuity of the integrands. The theorem then follows the calculation: `hd` is the chain rule, and the final rewrite integrates.

```lean
/-- Along the segment from `r` to `s`, the inner product of a continuous vector potential with the
displacement `s - r` is continuous in the segment parameter. -/
lemma continuous_integrand {A : Space n → Space n} (hA : Continuous A) (r s : Space n) :
    Continuous fun t : ℝ => (inner ℝ (A (r + t • (s - r))) (s - r) : ℝ) := by
  have h : Continuous fun t : ℝ => A (r + t • (s - r)) := hA.comp (by fun_prop)
  exact h.inner continuous_const

/-- The gradient of a continuously differentiable function is continuous. -/
lemma continuous_gradient {f : Space n → ℝ} (hf : ContDiff ℝ 1 f) :
    Continuous (gradient f) :=
  (InnerProductSpace.toDual ℝ (Space n)).symm.continuous.comp
    (hf.continuous_fderiv one_ne_zero)

/-- The line integral of a gradient along a segment is the difference of the end-point values. -/
theorem peierlsPhase_gradient {f : Space n → ℝ} (hf : ContDiff ℝ 1 f) (r s : Space n) :
    peierlsPhase (gradient f) r s = f s - f r := by
  -- chain rule along the segment
  have hd : ∀ t : ℝ, HasDerivAt (fun t : ℝ => f (r + t • (s - r)))
      (inner ℝ (gradient f (r + t • (s - r))) (s - r)) t := by
    intro t
    have hp : HasDerivAt (fun t : ℝ => r + t • (s - r)) (s - r) t := by
      have h := ((hasDerivAt_id' t).smul_const (s - r)).const_add r
      rw [one_smul] at h
      exact h
    have hdiff : Differentiable ℝ f :=
      hf.differentiable one_ne_zero
    have hg := (hdiff (r + t • (s - r))).hasGradientAt.hasFDerivAt
    have h := HasFDerivAt.comp_hasDerivAt t hg hp
    exact h.congr_deriv (by rfl)
  -- fundamental theorem of calculus
  unfold peierlsPhase
  rw [intervalIntegral.integral_eq_sub_of_hasDerivAt (fun t _ => hd t)
    ((continuous_integrand (continuous_gradient hf) r s).intervalIntegrable _ _)]
  simp
```

Q: Where does Lean need more than I would write?

A: In `intervalIntegral.integral_eq_sub_of_hasDerivAt`, the version of the fundamental theorem of calculus used here. It asks for a derivative at every point of the interval and, separately, for integrability of that derivative. Differentiability of $f$ gives only the first; continuity of $\nabla f$ gives the second. Mathlib's `gradient` is the vector that represents the derivative through the inner product, so the chain-rule derivative matches our integrand by definition, and `rfl` closes that step.

Linearity of the integral now gives
$$a_{A+\nabla f}(r,s)=a_A(r,s)+f(s)-f(r),$$
where continuity of $A$ makes the two integrals separately meaningful.

```lean
/-- Replacing `A` by `A + grad f` changes the phase from `r` to `s` by `f s - f r`. -/
theorem peierlsPhase_gauge {A : Space n → Space n} (hA : Continuous A)
    {f : Space n → ℝ} (hf : ContDiff ℝ 1 f) (r s : Space n) :
    peierlsPhase (fun x => A x + gradient f x) r s = peierlsPhase A r s + (f s - f r) := by
  rw [← peierlsPhase_gradient hf r s]
  simp only [peierlsPhase, inner_add_left]
  exact intervalIntegral.integral_add
    ((continuous_integrand hA r s).intervalIntegrable _ _)
    ((continuous_integrand (continuous_gradient hf) r s).intervalIntegrable _ _)
```

Q: `T` is an arbitrary complex matrix. What keeps the Hamiltonian Hermitian?

A: Reversing the path. Substituting $t\mapsto 1-t$,
$$a_A(s,r)=-\int_0^1 A(r+(1-t)(s-r))\cdot(s-r)\,dt=-a_A(r,s).$$
If $T$ is Hermitian, then
$$\overline{H_{ji}}=\overline{T_{ji}}\,e^{-iq\,a_A(R_j,R_i)}=T_{ij}\,e^{iq\,a_A(R_i,R_j)}=H_{ij}.$$
In Lean, `module` checks that the two parametrisations name the same point, and `star_phase` conjugates the exponential.

```lean
/-- Traversing the segment backwards reverses the sign of the phase. -/
theorem peierlsPhase_swap (A : Space n → Space n) (r s : Space n) :
    peierlsPhase A s r = -peierlsPhase A r s := by
  -- substitute `t ↦ 1 - t`
  have h := intervalIntegral.integral_comp_sub_left (a := 0) (b := 1)
    (fun t : ℝ => (inner ℝ (A (r + t • (s - r))) (s - r) : ℝ)) 1
  simp only [sub_self, sub_zero] at h
  unfold peierlsPhase
  rw [← h, ← intervalIntegral.integral_neg]
  apply intervalIntegral.integral_congr
  intro t _
  have hp : s + t • (r - s) = r + (1 - t) • (s - r) := by module
  show (inner ℝ (A (s + t • (r - s))) (r - s) : ℝ)
    = -inner ℝ (A (r + (1 - t) • (s - r))) (s - r)
  rw [hp, ← inner_neg_right, neg_sub]

/-- Complex conjugation reverses the angle of a phase factor. -/
lemma star_phase (x : ℝ) :
    star (Complex.exp ((x : ℂ) * Complex.I)) = Complex.exp (((-x : ℝ) : ℂ) * Complex.I) := by
  rw [Complex.star_def, ← Complex.exp_conj]
  simp

/-- Peierls phases keep a Hermitian hopping matrix Hermitian. -/
theorem peierlsHopping_isHermitian (q : ℝ) (A : Space n → Space n) (R : ι → Space n)
    {T : Matrix ι ι ℂ} (hT : T.IsHermitian) : (peierlsHopping q A R T).IsHermitian := by
  ext i j
  have h : star (T j i) = T i j := hT.apply i j
  rw [Matrix.conjTranspose_apply]
  simp only [peierlsHopping, Matrix.of_apply]
  rw [star_mul', h, star_phase, peierlsPhase_swap A (R i) (R j), mul_neg, neg_neg]
```

Q: And the spectrum?

A: Write $U=\mathrm{diag}(e^{iqf(R_i)})$ and let $H'$ be the matrix built from $A+\nabla f$. The shifted exponential splits into one factor per site:
$$H'_{ij}=e^{-iqf(R_i)}\,H_{ij}\,e^{iqf(R_j)},\qquad\text{so}\qquad H'=U^\dagger HU .$$
Each diagonal entry of $U$ has modulus one, so $U$ is unitary. `peierlsHopping_gauge` states both facts for finitely many orbitals. Its first half multiplies the diagonal matrices; its second compares entries, with `h` as the splitting.

```lean
/-- Under `A → A + grad f` the Peierls hopping matrix is conjugated by the diagonal matrix of
local phase factors `exp (i q f)`, which is unitary. -/
theorem peierlsHopping_gauge [Fintype ι] [DecidableEq ι] (q : ℝ) {A : Space n → Space n}
    (hA : Continuous A) {f : Space n → ℝ} (hf : ContDiff ℝ 1 f) (R : ι → Space n)
    (T : Matrix ι ι ℂ) :
    gaugeUnitary q f R ∈ Matrix.unitaryGroup ι ℂ ∧
    peierlsHopping q (fun x => A x + gradient f x) R T
      = (gaugeUnitary q f R)ᴴ * peierlsHopping q A R T * gaugeUnitary q f R := by
  constructor
  · rw [Matrix.mem_unitaryGroup_iff, Matrix.star_eq_conjTranspose, gaugeUnitary,
      Matrix.diagonal_conjTranspose, Matrix.diagonal_mul_diagonal, ← Matrix.diagonal_one]
    congr 1
    funext i
    simp only [Pi.star_apply, star_phase, ← Complex.exp_add]
    simp
  · ext i j
    rw [gaugeUnitary, Matrix.diagonal_conjTranspose, Matrix.mul_diagonal, Matrix.diagonal_mul]
    simp only [peierlsHopping, Matrix.of_apply, Pi.star_apply, star_phase,
      peierlsPhase_gauge hA hf]
    -- the shifted phase factor splits into one factor per site
    have h : Complex.exp (((q * (peierlsPhase A (R i) (R j) + (f (R j) - f (R i))) : ℝ) : ℂ)
          * Complex.I)
        = Complex.exp (((-(q * f (R i)) : ℝ) : ℂ) * Complex.I)
          * Complex.exp (((q * peierlsPhase A (R i) (R j) : ℝ) : ℂ) * Complex.I)
          * Complex.exp (((q * f (R j) : ℝ) : ℂ) * Complex.I) := by
      rw [← Complex.exp_add, ← Complex.exp_add]
      congr 1
      push_cast
      ring
    rw [h]
    ring
```

Since $XY$ and $YX$ have the same characteristic polynomial, that of $(U^\dagger H)U$ equals that of $UU^\dagger H=H$. The eigenvalues therefore agree with their multiplicities. For a finite, non-interacting tight-binding model in an orthonormal basis, you may choose whichever of the two gauges is convenient without moving a level.

```lean
/-- The characteristic polynomial of the Peierls hopping matrix is gauge invariant. -/
theorem charpoly_gauge [Fintype ι] [DecidableEq ι] (q : ℝ) {A : Space n → Space n}
    (hA : Continuous A) {f : Space n → ℝ} (hf : ContDiff ℝ 1 f) (R : ι → Space n)
    (T : Matrix ι ι ℂ) :
    (peierlsHopping q (fun x => A x + gradient f x) R T).charpoly
      = (peierlsHopping q A R T).charpoly := by
  obtain ⟨hU, hH⟩ := peierlsHopping_gauge q hA hf R T
  rw [Matrix.mem_unitaryGroup_iff, Matrix.star_eq_conjTranspose] at hU
  rw [hH, Matrix.charpoly_mul_comm, ← Matrix.mul_assoc, hU, Matrix.one_mul]
```

Setting $A=0$ in the same argument gives a neighbouring result: a potential that is a pure gradient turns $T$ into $U^\dagger TU$, so it leaves the bare spectrum alone.

Q: That worries me. Perhaps every potential you allow is a gradient, and the phases never do anything.

A: Look at closed loops. For points $r_0,\dots,r_N$ with $r_N=r_0$, the gauge terms telescope:
$$\sum_{k=0}^{N-1}\bigl(f(r_{k+1})-f(r_k)\bigr)=f(r_N)-f(r_0)=0 .$$
The total around the polygon is thus gauge invariant, and `Finset.sum_range_sub` does the telescoping.

```lean
/-- The total phase around a closed polygon is gauge invariant. -/
theorem loop_phase_gauge {A : Space n → Space n} (hA : Continuous A)
    {f : Space n → ℝ} (hf : ContDiff ℝ 1 f) (r : ℕ → Space n) (N : ℕ) (hr : r N = r 0) :
    ∑ k ∈ Finset.range N, peierlsPhase (fun x => A x + gradient f x) (r k) (r (k + 1))
      = ∑ k ∈ Finset.range N, peierlsPhase A (r k) (r (k + 1)) := by
  simp only [peierlsPhase_gauge hA hf, Finset.sum_add_distrib]
  -- the gauge terms telescope
  rw [Finset.sum_range_sub (fun k => f (r k)) N, hr]
  ring
```

Now take $A(r)=(-\tfrac B2 r_1,\tfrac B2 r_0)$, with coordinates numbered from 0 as in Lean. From $x$ to $y$ the integrand does not depend on $t$, because the terms in $t$ cancel, and
$$a_A(x,y)=\tfrac B2(x_0y_1-x_1y_0).$$
Adding the three sides of a triangle $r,s,u$ gives
$$\tfrac B2\bigl[(s_0-r_0)(u_1-r_1)-(s_1-r_1)(u_0-r_0)\bigr],$$
which is $B$ times the signed area: the magnetic flux.

```lean
/-- In the symmetric gauge the phase around a triangle is `B` times its signed area. -/
theorem triangle_phase (B : ℝ) (r s u : Space 2) :
    peierlsPhase (symmetricGauge B) r s + peierlsPhase (symmetricGauge B) s u
      + peierlsPhase (symmetricGauge B) u r
      = B / 2 * ((s 0 - r 0) * (u 1 - r 1) - (s 1 - r 1) * (u 0 - r 0)) := by
  -- along each segment the integrand is constant
  have key : ∀ x y : Space 2,
      peierlsPhase (symmetricGauge B) x y = B / 2 * (x 0 * y 1 - x 1 * y 0) := by
    intro x y
    have h : ∀ t : ℝ, (inner ℝ (symmetricGauge B (x + t • (y - x))) (y - x) : ℝ)
        = B / 2 * (x 0 * y 1 - x 1 * y 0) := by
      intro t
      simp [symmetricGauge, PiLp.inner_apply, Fin.sum_univ_two]
      ring
    simp only [peierlsPhase, h]
    simp
  rw [key, key, key]
  ring
```

For a gradient, the same sum would vanish. The triangle $(0,0),(1,0),(0,1)$ gives $B/2$, so for $B\neq0$ this potential is not the gradient of any continuously differentiable function.

```lean
/-- For `B ≠ 0` the symmetric-gauge potential is not the gradient of any continuously
differentiable function. -/
theorem symmetricGauge_ne_gradient {B : ℝ} (hB : B ≠ 0) {f : Space 2 → ℝ}
    (hf : ContDiff ℝ 1 f) : symmetricGauge B ≠ gradient f := by
  intro h
  have key : ∀ r s u : Space 2,
      B / 2 * ((s 0 - r 0) * (u 1 - r 1) - (s 1 - r 1) * (u 0 - r 0)) = 0 := by
    intro r s u
    rw [← triangle_phase B r s u, h, peierlsPhase_gradient hf r s,
      peierlsPhase_gradient hf s u, peierlsPhase_gradient hf u r]
    ring
  -- test on the unit right triangle
  have t := key 0 !₂[1, 0] !₂[0, 1]
  exact hB (by simpa using t)

end

end PeierlsGauge
```

```lean
#print axioms PeierlsGauge.peierlsHopping_gauge
-- 'PeierlsGauge.peierlsHopping_gauge' depends on axioms: [propext, Classical.choice, Quot.sound]
#print axioms PeierlsGauge.charpoly_gauge
-- 'PeierlsGauge.charpoly_gauge' depends on axioms: [propext, Classical.choice, Quot.sound]
#print axioms PeierlsGauge.loop_phase_gauge
-- 'PeierlsGauge.loop_phase_gauge' depends on axioms: [propext, Classical.choice, Quot.sound]
#print axioms PeierlsGauge.symmetricGauge_ne_gradient
-- 'PeierlsGauge.symmetricGauge_ne_gradient' depends on axioms: [propext, Classical.choice, Quot.sound]
```

Q: So has the Peierls substitution been justified?

A: No, it has been assumed. The straight path and the field-independent $T_{ij}$ enter by definition; nothing derives them from a continuum Schrödinger equation or estimates their error. Also, $A$ is continuous and $f$ single-valued on all of space, which leaves out the singular potential of an idealised, infinitely thin flux tube. What you do get is consistency: within this model, our two calculations must agree.
